# Shell k of the isotropic three-dimensional harmonic oscillator contains (k+1)(k+2)/2 spatial orbitals

The one-particle states of the isotropic three-dimensional oscillator are labelled by triples `(nx, ny, nz)` of natural numbers, and `shell k` is the finite set of triples whose sum is `k`. The theorem `shell_degeneracy` states `2 * (shell k).card = (k + 1) * (k + 2)`, so shell `k` has (k+1)(k+2)/2 members. The statement only counts labels: no Hamiltonian, energy, spin or interaction appears in it. The attempt fixes `nx = a`, maps the shell bijectively onto a sigma set whose fibres are meant to be the pairs `(ny, nz)` with sum `k - a`, and sums the fibre sizes `k - a + 1` by induction.

The failing Lean file:

```lean
import Mathlib

open Finset Filter Topology Real

namespace HarmonicTrapShells

noncomputable section

/-- Shell `k` of the isotropic 3D oscillator: quantum numbers `(nx, ny, nz)` with sum `k`. -/
def shell (k : ℕ) : Finset (ℕ × ℕ × ℕ) :=
  (range (k + 1) ×ˢ range (k + 1) ×ˢ range (k + 1)).filter
    (fun n => n.1 + n.2.1 + n.2.2 = k)

/-- An orbital lies in shell `k` exactly when `nx + ny + nz = k`. -/
theorem mem_shell (k : ℕ) (n : ℕ × ℕ × ℕ) : n ∈ shell k ↔ n.1 + n.2.1 + n.2.2 = k := by
  simp only [shell, Finset.mem_filter, Finset.mem_product, Finset.mem_range]
  exact ⟨fun h => h.2, fun h => ⟨⟨by omega, by omega, by omega⟩, h⟩⟩

/-- Twice the number of orbitals in shell `k` is `(k+1)(k+2)`. -/
theorem shell_degeneracy (k : ℕ) : 2 * (shell k).card = (k + 1) * (k + 2) := by
  -- fix nx = a, then (ny, nz) runs over pairs with sum k - a
  have hb : (shell k).card =
      ((range (k + 1)).sigma (fun a => Finset.antidiagonal (k - a))).card := by
    refine Finset.card_bij' (fun n _ => (⟨n.1, n.2⟩ : (_ : ℕ) × (ℕ × ℕ)))
      (fun x _ => (x.1, x.2)) ?_ ?_ ?_ ?_
    · intro n hn
      rw [mem_shell] at hn
      simp only [Finset.mem_sigma, Finset.mem_range, Finset.mem_antidiagonal]
      omega
    · intro x hx
      simp only [Finset.mem_sigma, Finset.mem_range, Finset.mem_antidiagonal] at hx
      rw [mem_shell]
      show x.1 + x.2.1 + x.2.2 = k
      omega
    · intro n _
      rfl
    · intro x _
      rfl
  have hs : ∀ j : ℕ, 2 * ∑ a ∈ range (j + 1), (j - a + 1) = (j + 1) * (j + 2) := by
    intro j
    induction j with
    | zero => simp
    | succ j ih =>
      rw [Finset.sum_range_succ']
      simp only [Nat.add_sub_add_right, Nat.sub_zero]
      nlinarith [ih]
  rw [hb, Finset.card_sigma]
  simp only [Finset.Nat.card_antidiagonal]
  exact hs k

end

end HarmonicTrapShells
```

The error:

```
Main.lean:23:60: error: Type mismatch
  k - a
has type
  ℕ
of sort `Type` but is expected to have type
  Set.IsPWO ?m.40
of sort `Prop`
Main.lean:20:77: error: unsolved goals
k : ℕ
⊢ 2 * #(shell k) = (k + 1) * (k + 2)
```

This version goes through:

```diff
@@ -19,20 +19,24 @@
 /-- Twice the number of orbitals in shell `k` is `(k+1)(k+2)`. -/
 theorem shell_degeneracy (k : ℕ) : 2 * (shell k).card = (k + 1) * (k + 2) := by
-  -- fix nx = a, then (ny, nz) runs over pairs with sum k - a
+  -- fix nx = a, then ny runs from 0 to k - a and nz is determined
   have hb : (shell k).card =
-      ((range (k + 1)).sigma (fun a => Finset.antidiagonal (k - a))).card := by
-    refine Finset.card_bij' (fun n _ => (⟨n.1, n.2⟩ : (_ : ℕ) × (ℕ × ℕ)))
-      (fun x _ => (x.1, x.2)) ?_ ?_ ?_ ?_
+      ((range (k + 1)).sigma (fun a => range (k - a + 1))).card := by
+    refine Finset.card_bij' (fun n _ => (⟨n.1, n.2.1⟩ : (_ : ℕ) × ℕ))
+      (fun x _ => (x.1, x.2, k - x.1 - x.2)) ?_ ?_ ?_ ?_
     · intro n hn
-      rw [mem_shell] at hn
-      simp only [Finset.mem_sigma, Finset.mem_range, Finset.mem_antidiagonal]
+      have h := (mem_shell k n).1 hn
+      simp only [Finset.mem_sigma, Finset.mem_range]
       omega
-    · intro x hx
-      simp only [Finset.mem_sigma, Finset.mem_range, Finset.mem_antidiagonal] at hx
-      rw [mem_shell]
-      show x.1 + x.2.1 + x.2.2 = k
+    · rintro ⟨a, b⟩ hx
+      have h : a < k + 1 ∧ b < k - a + 1 := by
+        simpa only [Finset.mem_sigma, Finset.mem_range] using hx
+      refine (mem_shell k _).2 ?_
+      show a + b + (k - a - b) = k
       omega
-    · intro n _
-      rfl
+    · rintro ⟨a, b, c⟩ hn
+      have h : a + b + c = k := (mem_shell k _).1 hn
+      have hc : k - a - b = c := by omega
+      show (a, b, k - a - b) = (a, b, c)
+      rw [hc]
     · intro x _
       rfl
@@ -46,5 +50,5 @@
       nlinarith [ih]
   rw [hb, Finset.card_sigma]
-  simp only [Finset.Nat.card_antidiagonal]
+  simp only [Finset.card_range]
   exact hs k
 
```

The first message concerns the statement of `hb`. The name `Finset.antidiagonal` resolves here to a declaration whose first explicit argument is a proof of `Set.IsPWO _`, so the natural number `k - a` does not fit. The statement of `hb` therefore fails to elaborate and the tactic block stops there. The second message is a consequence: the goal is left unchanged, with no `hb` in context.

The repair avoids that name and takes `range (k - a + 1)` as the fibre, recording only `ny`. The remaining changes adapt the proof to this:

- The forward map keeps `⟨n.1, n.2.1⟩`, and the inverse rebuilds `nz` as `k - x.1 - x.2`.
- The membership goals drop `Finset.mem_antidiagonal`. In the second, `omega` proves `a + b + (k - a - b) = k` from the two range bounds.
- The left-inverse goal is no longer closed by `rfl`, since it needs `k - a - b = c`, obtained from `mem_shell` and `omega`.
- `Finset.card_range` replaces `Finset.Nat.card_antidiagonal` and gives the summand `k - a + 1` of `hs`.

Applying `mem_shell` as a term instead of by `rw`, and the reworded comment, are tidying that no message calls for.
